# Atomic versus nuclear mass in a two-spring model: the lower squared frequency lies below K/(M + m)

Take a nucleus of mass M held by a spring K and carrying an electron of mass m on a spring k, all four constants positive, with motion along a line. With the nucleus clamped, the electron's energy is least at the nuclear position, and the potential left for the nucleus has curvature K. Dividing by the nuclear mass gives the squared frequency K/M. This value lies above the lower squared normal-mode frequency for every k, and stiffening the electron spring does not cure it: the lower squared frequency tends to K/(M + m), so the error of K/M tends to mK/(M(M + m)) and not to zero. Vibrational calculations on a Born–Oppenheimer surface face the same choice between nuclear and atomic masses, and the result settles it only for this one-dimensional harmonic model with a single electron, and there only where the lower mode is the nuclear vibration. Here K stands for the curvature of the surface, and k for the strength of the electronic binding, k/m being the squared frequency of the electron about a fixed nucleus. The lower mode is the nuclear vibration, with the electron following the nucleus, when k/m is large against K/M, the separation of time scales that the Born–Oppenheimer picture assumes. As k → 0 the lower mode becomes electron motion and the nuclear vibration is the upper mode, whose squared frequency lies above K/M and tends to it; there the comparison with the lower root says nothing about the choice of mass for the nuclear vibration.

## The lower root and its distance from K/(M + m)

Write a = K/(M + m), and let λ₋ be the lower squared normal-mode frequency. The claim is

0 < λ₋ < a < K/M,

that λ₋ is closer to a than to K/μ for every mass 0 < μ < M + m, and that as k → ∞

λ₋ → a,  k(a − λ₋) → m²K²/(M + m)³.

Let u₀ and u₁ be the displacements of nucleus and electron. Newton's equations are

M ü₀ = −K u₀ − k(u₀ − u₁),  m ü₁ = −k(u₁ − u₀).

A mode u = v cos ωt with amplitude vector v = (v₀, v₁) and x = ω² satisfies S v = x T v, where the stiffness matrix S has rows (K + k, −k) and (−k, k), and T = diag(M, m). A nonzero v exists exactly when the determinant of S − xT vanishes:

p(x) = (K + k − Mx)(k − mx) − k² = 0.

Expanding gives p(x) = Mm x² − b x + Kk with b = (K + k)m + kM. The discriminant is

D = b² − 4MmKk = ((K + k)m − kM)² + 4k²Mm ≥ 0,

so the roots λ₋ = (b − √D)/(2Mm) and λ₊ = (b + √D)/(2Mm) are real, λ₋ ≤ λ₊, and

p(x) = Mm (x − λ₋)(x − λ₊).

At x = a one has K − Ma = ma, hence

p(a) = (k + ma)(k − ma) − k² = −(ma)² < 0,

which places a strictly between the roots. At x = 0 the factorisation reads Mm λ₋λ₊ = Kk > 0, and λ₊ > a > 0 then gives λ₋ > 0. For 0 < μ < M + m one has a < K/μ, so λ₋ < a < K/μ and a is the nearer value; μ = M is the nuclear mass.

For the limit, regroup the polynomial as p(x) = k(K − (M + m)x) − m x(K − Mx). Every root therefore obeys

k(a − x) = m x (K − Mx)/(M + m).

Since K² − 4Mx(K − Mx) = (K − 2Mx)² ≥ 0, the product x(K − Mx) is at most K²/(4M), and

0 < a − λ₋ ≤ C/k,  C = mK²/(4M(M + m)).

The bound vanishes as k → ∞, so λ₋ → a. The right side of the root identity is continuous in x, and at x = a it equals m a · m a/(M + m) = m²K²/(M + m)³, which is the second limit.

## Matrices, secular polynomial and roots in Lean

```lean
import Mathlib

open Matrix Filter Topology

namespace NucleusElectronSprings

noncomputable section
```

The matrices S and T are `stiffness K k` and `massMatrix M m`, with index 0 of `Fin 2` for the nucleus and 1 for the electron. The development starts from these matrices; the equations of motion and the step to S v = x T v are taken as the model.

```lean
/-- Stiffness matrix for the displacements (nucleus, electron): the nucleus is held by a
spring `K`, and the electron is tied to the nucleus by a spring `k`. -/
def stiffness (K k : ℝ) : Matrix (Fin 2) (Fin 2) ℝ := !![K + k, -k; -k, k]

/-- Diagonal mass matrix with nuclear mass `M` and electron mass `m`. -/
def massMatrix (M m : ℝ) : Matrix (Fin 2) (Fin 2) ℝ := !![M, 0; 0, m]
```

The polynomial p is `secular`, D is `disc`, defined directly in its nonnegative form, and λ₋, λ₊ are `lowRoot`, `highRoot`.

```lean
/-- The secular polynomial in the squared frequency `x`. -/
def secular (M m K k x : ℝ) : ℝ := (K + k - M * x) * (k - m * x) - k ^ 2

/-- Discriminant of the secular polynomial. -/
def disc (M m K k : ℝ) : ℝ := ((K + k) * m - k * M) ^ 2 + 4 * k ^ 2 * M * m

/-- The quadratic-formula root with the minus sign. -/
def lowRoot (M m K k : ℝ) : ℝ :=
  ((K + k) * m + k * M - Real.sqrt (disc M m K k)) / (2 * M * m)

/-- The quadratic-formula root with the plus sign. -/
def highRoot (M m K k : ℝ) : ℝ :=
  ((K + k) * m + k * M + Real.sqrt (disc M m K k)) / (2 * M * m)
```

The theorem `normal_mode_iff` says that a nonzero real v with S v = x T v exists if and only if p(x) = 0, for any real values of the five numbers. The scale of v is free, as for any classical amplitude. In the proof, `h` is the determinant criterion `Matrix.exists_mulVec_eq_zero_iff`, `hd` evaluates the 2 × 2 determinant, and `hv` splits (S − xT)v into Sv − xTv.

```lean
variable {M m K k : ℝ}

/-- A nonzero normal mode with squared frequency `x` exists exactly when `x` is a root of
the secular polynomial. -/
theorem normal_mode_iff (M m K k x : ℝ) :
    (∃ v : Fin 2 → ℝ, v ≠ 0 ∧ stiffness K k *ᵥ v = x • (massMatrix M m *ᵥ v)) ↔
      secular M m K k x = 0 := by
  have h : (∃ v : Fin 2 → ℝ, v ≠ 0 ∧ (stiffness K k - x • massMatrix M m) *ᵥ v = 0) ↔
      (stiffness K k - x • massMatrix M m).det = 0 := Matrix.exists_mulVec_eq_zero_iff
  have hd : (stiffness K k - x • massMatrix M m).det = secular M m K k x := by
    simp [stiffness, massMatrix, secular, Matrix.det_fin_two]
    ring
  have hv : ∀ v : Fin 2 → ℝ, (stiffness K k - x • massMatrix M m) *ᵥ v =
      stiffness K k *ᵥ v - x • (massMatrix M m *ᵥ v) := by
    intro v
    ext i
    simp only [Matrix.mulVec, dotProduct, Fin.sum_univ_two, Matrix.sub_apply,
      Matrix.smul_apply, Pi.sub_apply, Pi.smul_apply, smul_eq_mul]
    ring
  rw [← hd, ← h]
  simp only [hv, sub_eq_zero]
```

The factorisation needs only positive masses, which make D nonnegative and 2Mm nonzero. Here `hs` is (√D)² = D, `e1` multiplies out the product for general numbers `b` and `s`, and `e2` identifies the constant term (b² − D)/(4Mm) with Kk.

```lean
/-- For positive masses the secular polynomial factors over the two quadratic-formula
roots. -/
theorem secular_factor (hM : 0 < M) (hm : 0 < m) (K k x : ℝ) :
    secular M m K k x = M * m * (x - lowRoot M m K k) * (x - highRoot M m K k) := by
  have hs : Real.sqrt (disc M m K k) ^ 2 = disc M m K k :=
    Real.sq_sqrt (by unfold disc; positivity)
  have hne : 4 * M * m ≠ 0 := by positivity
  have e1 : ∀ b s : ℝ, M * m * (x - (b - s) / (2 * M * m)) * (x - (b + s) / (2 * M * m))
      = M * m * x ^ 2 - b * x + (b ^ 2 - s ^ 2) / (4 * M * m) := by
    intro b s
    field_simp
    ring
  have e2 : (((K + k) * m + k * M) ^ 2 - Real.sqrt (disc M m K k) ^ 2) / (4 * M * m)
      = K * k := by
    rw [hs, div_eq_iff hne]
    unfold disc
    ring
  unfold secular lowRoot highRoot
  rw [e1, e2]
  ring
```

The ordering of the roots comes from √D ≥ 0. The predicate `IsLeast` says that λ₋ belongs to the set of roots of p and is a lower bound of it; the proof runs through the vanishing factors, of which Mm is excluded by positivity.

```lean
/-- For positive masses the minus root does not exceed the plus root. -/
theorem lowRoot_le_highRoot (hM : 0 < M) (hm : 0 < m) (K k : ℝ) :
    lowRoot M m K k ≤ highRoot M m K k := by
  have hs := Real.sqrt_nonneg (disc M m K k)
  unfold lowRoot highRoot
  exact div_le_div_of_nonneg_right (by linarith) (by positivity)

/-- For positive masses the minus root is the smallest root of the secular equation. -/
theorem lowRoot_isLeast (hM : 0 < M) (hm : 0 < m) (K k : ℝ) :
    IsLeast {x | secular M m K k x = 0} (lowRoot M m K k) := by
  constructor
  · show secular M m K k _ = 0
    rw [secular_factor hM hm]
    ring
  · intro x hx
    have hx' : secular M m K k x = 0 := hx
    rw [secular_factor hM hm] at hx'
    rcases mul_eq_zero.1 hx' with h | h
    · rcases mul_eq_zero.1 h with h | h
      · exact absurd h (mul_pos hM hm).ne'
      · linarith
    · linarith [lowRoot_le_highRoot hM hm K k]
```

## Position of the atomic value between the roots

With all four constants positive, `lowRoot_bounds` gives 0 < λ₋ < a < λ₊. The relation `h`, (M + m)a = K, yields p(a) = −(ma)² in `hsec` by one `linear_combination`. Then `hneg` states (a − λ₋)(a − λ₊) < 0, and `hl` and `hu` exclude a ≤ λ₋ and a ≥ λ₊, either of which would make the product nonnegative. The last block assumes λ₋ ≤ 0, so that Mm λ₋λ₊ ≤ 0, and contradicts Kk > 0.

```lean
/-- The lower root is positive, and the atomic-mass value `K / (M + m)` lies strictly
between the two roots. -/
theorem lowRoot_bounds (hM : 0 < M) (hm : 0 < m) (hK : 0 < K) (hk : 0 < k) :
    0 < lowRoot M m K k ∧ lowRoot M m K k < K / (M + m) ∧
      K / (M + m) < highRoot M m K k := by
  obtain ⟨a, ha⟩ : ∃ a, a = K / (M + m) := ⟨_, rfl⟩
  have hapos : 0 < a := by rw [ha]; positivity
  have h : (M + m) * a = K := by rw [ha]; field_simp
  rw [← ha]
  have hlu := lowRoot_le_highRoot hM hm K k
  have hMm := mul_pos hM hm
  -- at the atomic value the secular polynomial equals `-(m a)^2`
  have hsec : secular M m K k a = -(m * a) ^ 2 := by
    unfold secular
    linear_combination (-(k - m * a)) * h
  have hneg : (a - lowRoot M m K k) * (a - highRoot M m K k) < 0 := by
    by_contra hc
    have h1 := mul_nonneg hMm.le (not_lt.1 hc)
    have h2 := secular_factor hM hm K k a
    have h3 : 0 < (m * a) ^ 2 := by positivity
    nlinarith
  have hl : lowRoot M m K k < a := by
    by_contra hc
    have hc' := not_lt.1 hc
    have := mul_nonneg (sub_nonneg.2 hc') (sub_nonneg.2 (hc'.trans hlu))
    nlinarith
  have hu : a < highRoot M m K k := by
    by_contra hc
    have := mul_nonneg (sub_nonneg.2 hl.le) (sub_nonneg.2 (not_lt.1 hc))
    linarith
  refine ⟨?_, hl, hu⟩
  -- the value at zero is `K k > 0`, so both roots have the same sign
  by_contra hc
  have h0 := secular_factor hM hm K k 0
  unfold secular at h0
  have h1 := mul_nonneg (mul_nonneg hMm.le (neg_nonneg.2 (not_lt.1 hc))) (hapos.trans hu).le
  have h2 := mul_pos hK hk
  nlinarith
```

## The limit of a stiff electron spring

The root identity `defect_eq` holds for either root and assumes only M + m ≠ 0. In `defect_le` the denominators are cleared, and `nlinarith` receives the square (K − 2Mx)² multiplied by m(M + m). The bound is one-sided; the lower bound a − x > 0 is specific to λ₋.

```lean
/-- Exact formula for the deviation of a root `x` from the atomic-mass value, multiplied
by the electron spring constant. -/
theorem defect_eq {x : ℝ} (hMm : M + m ≠ 0) (hx : secular M m K k x = 0) :
    k * (K / (M + m) - x) = m * x * (K - M * x) / (M + m) := by
  have h : K / (M + m) * (M + m) = K := by field_simp
  unfold secular at hx
  rw [eq_div_iff hMm]
  linear_combination k * h + hx

/-- A root lies below the atomic-mass value by at most `m K² / (4 M (M + m))` divided
by `k`. -/
theorem defect_le {x : ℝ} (hM : 0 < M) (hm : 0 < m) (hk : 0 < k)
    (hx : secular M m K k x = 0) :
    K / (M + m) - x ≤ m * K ^ 2 / (4 * M * (M + m)) / k := by
  have hMm : 0 < M + m := add_pos hM hm
  have h4 : 0 < 4 * M * (M + m) := by positivity
  rw [le_div_iff₀ hk, mul_comm _ k, defect_eq hMm.ne' hx, div_le_div_iff₀ hMm h4]
  nlinarith [mul_nonneg (mul_pos hm hMm).le (sq_nonneg (K - 2 * M * x))]
```

The filter `atTop` expresses k → ∞ at fixed M, m and K. In `lowRoot_tendsto`, `hC` is C/k → 0, `hlow` is a − C/k → a, and λ₋ is squeezed between a − C/k and a for all k > 0.

```lean
/-- As the electron spring stiffens, the lower root tends to the atomic-mass value
`K / (M + m)`. -/
theorem lowRoot_tendsto (hM : 0 < M) (hm : 0 < m) (hK : 0 < K) :
    Tendsto (fun k => lowRoot M m K k) atTop (𝓝 (K / (M + m))) := by
  have hC : Tendsto (fun k : ℝ => m * K ^ 2 / (4 * M * (M + m)) / k) atTop (𝓝 0) :=
    tendsto_const_nhds.div_atTop tendsto_id
  have hlow := (tendsto_const_nhds (x := K / (M + m))).sub hC
  rw [sub_zero] at hlow
  -- squeeze between the defect bound and the atomic value
  refine tendsto_of_tendsto_of_tendsto_of_le_of_le' hlow tendsto_const_nhds ?_ ?_
  · filter_upwards [eventually_gt_atTop (0 : ℝ)] with k hk
    have := defect_le hM hm hk (lowRoot_isLeast hM hm K k).1
    linarith
  · filter_upwards [eventually_gt_atTop (0 : ℝ)] with k hk
    exact (lowRoot_bounds hM hm hK hk).2.1.le
```

In `defect_leading_order`, `hg` is the continuity of the right side of the root identity, `h` composes it with the previous limit, `e` evaluates it at a, and `defect_eq` converts the result into a statement about k(a − λ₋).

```lean
/-- The deviation of the lower root from the atomic-mass value, multiplied by `k`, tends
to `m² K² / (M + m)³` as `k` grows. -/
theorem defect_leading_order (hM : 0 < M) (hm : 0 < m) (hK : 0 < K) :
    Tendsto (fun k => k * (K / (M + m) - lowRoot M m K k)) atTop
      (𝓝 (m ^ 2 * K ^ 2 / (M + m) ^ 3)) := by
  have hMm : M + m ≠ 0 := (add_pos hM hm).ne'
  have hg : Continuous fun x : ℝ => m * x * (K - M * x) / (M + m) := by fun_prop
  have h := (hg.tendsto (K / (M + m))).comp (lowRoot_tendsto hM hm hK)
  have e : m * (K / (M + m)) * (K - M * (K / (M + m))) / (M + m)
      = m ^ 2 * K ^ 2 / (M + m) ^ 3 := by
    field_simp
    ring
  rw [← e]
  exact h.congr fun k => (defect_eq hMm (lowRoot_isLeast hM hm K k).1).symm
```

## Comparison of effective masses

The final theorem concerns any `lam` that is the least root of p, which by `normal_mode_iff` is the lowest squared frequency admitting a mode. A least element is unique, so `hlam.unique` identifies `lam` with `lowRoot`, and the bounds carry over. In `key`, both differences λ₋ − a and λ₋ − K/μ are negative, `abs_of_neg` removes the absolute values, and the comparison reduces to a < K/μ. The nuclear case is `key M hM hlt`.

```lean
/-- The smallest root `lam` of the secular equation obeys
`0 < lam < K / (M + m) < K / M`, and it is closer to `K / (M + m)` than to `K / M` or to
`K / μ` for any positive mass `μ` below the atomic mass. -/
theorem atomic_mass_fits_better {lam : ℝ} (hM : 0 < M) (hm : 0 < m) (hK : 0 < K)
    (hk : 0 < k) (hlam : IsLeast {x | secular M m K k x = 0} lam) :
    0 < lam ∧ lam < K / (M + m) ∧ K / (M + m) < K / M ∧
      |lam - K / (M + m)| < |lam - K / M| ∧
      ∀ μ, 0 < μ → μ < M + m → |lam - K / (M + m)| < |lam - K / μ| := by
  obtain ⟨h0, h1, -⟩ := lowRoot_bounds hM hm hK hk
  rw [← hlam.unique (lowRoot_isLeast hM hm K k)] at h0 h1
  have hlt : M < M + m := by linarith
  have key : ∀ μ, 0 < μ → μ < M + m → |lam - K / (M + m)| < |lam - K / μ| := by
    intro μ hμ hμ'
    have h2 : K / (M + m) < K / μ := div_lt_div_of_pos_left hK hμ hμ'
    rw [abs_of_neg (sub_neg.2 h1), abs_of_neg (sub_neg.2 (h1.trans h2))]
    linarith
  exact ⟨h0, h1, div_lt_div_of_pos_left hK hM hlt, key M hM hlt, key⟩

end

end NucleusElectronSprings
```

```lean
#print axioms NucleusElectronSprings.normal_mode_iff
#print axioms NucleusElectronSprings.defect_leading_order
#print axioms NucleusElectronSprings.atomic_mass_fits_better
```

```
'NucleusElectronSprings.normal_mode_iff' depends on axioms: [propext, Classical.choice, Quot.sound]
'NucleusElectronSprings.defect_leading_order' depends on axioms: [propext, Classical.choice, Quot.sound]
'NucleusElectronSprings.atomic_mass_fits_better' depends on axioms: [propext, Classical.choice, Quot.sound]
```

The comparison is made in the squared frequency and covers masses below M + m only. Because λ₋ < a, the mass K/λ₋ that reproduces λ₋ exactly exceeds M + m, so at finite k the atomic mass beats the nuclear mass as an estimate of λ₋ without being the best possible fit. That observation, like the quantum reading of ħ√λ₋ as a level spacing of the coupled oscillators, is commentary that none of the theorems states. Anharmonicity, rotation, several electrons, and electrons shared between nuclei lie beyond the model, in which the whole electron mass is attached to one nucleus by construction.
